# Spin echo with a selective inversion pulse in a weakly coupled spin system

All spins are spin 1/2. The inversion pulse is modelled as an instantaneous permutation of spin configurations, and the Hamiltonian as diagonal in those same configurations. The first idealisation neglects the pulse's duration and imperfections. The second is the weak-coupling limit, in which only the zz part of each coupling is kept. An x pulse of angle π on the spins in a set A equals this permutation up to a global phase.

## Which shifts and couplings survive the echo

Label the N spins i = 0, …, N−1 and write s for a configuration with signs sᵢ = ±1. With ħ = 1, its energy is

E(s) = ∑ᵢ wᵢ sᵢ + ∑_{i<j} Jᵢⱼ sᵢ sⱼ.

Here wᵢ is half the angular offset frequency of spin i, and Jᵢⱼ is π/2 times the scalar coupling in hertz. The Hamiltonian H acts as H|s⟩ = E(s)|s⟩. Let F be the map on configurations that reverses the spins in A, and let P|s⟩ = |Fs⟩. The claim is

exp(−itH) P exp(−itH) = P exp(−2itH′),

where H′ keeps the shifts outside A and the couplings between spins that are both inside or both outside A.

Put εᵢ = −1 for i in A and εᵢ = 1 otherwise, so that F replaces sᵢ by εᵢsᵢ. Then

E(Fs) + E(s) = ∑ᵢ wᵢ(1 + εᵢ)sᵢ + ∑_{i<j} Jᵢⱼ(1 + εᵢεⱼ)sᵢsⱼ.

The factor 1 + εᵢ is 0 inside A and 2 outside. The factor 1 + εᵢεⱼ is 2 when i and j lie on the same side and 0 otherwise. The sum is therefore 2E′(s), with E′ the energy belonging to H′. Acting on a basis state from right to left gives

exp(−itH) P exp(−itH)|s⟩ = exp(−it[E(s) + E(Fs)])|Fs⟩ = exp(−2itE′(s))|Fs⟩ = P exp(−2itH′)|s⟩.

This holds for every s, which proves the claim.

## Repeated echoes and complete refocusing

Write V = exp(−2itH′), so that one echo is U = PV. Selecting the kept terms of H′ a second time changes nothing, so the echo identity applied to H′ with delay 2t reads VPV = P exp(−4itH′). Since P² = 1,

U² = PVPV = P² exp(−4itH′) = exp(−4itH′),

and hence U²ⁿ = exp(−4nitH′).

If H′ = 0, then U = P for every t. Conversely, if PV = P for every t, multiplying by P on the left gives V = 1. A configuration with E′(s) ≠ 0 would acquire the phase exp(−iπ) = −1 at t = π/(2E′(s)), a contradiction. So every E′(s) vanishes, and H′ = 0.

## The echo block in a simulation

For a finite, weakly coupled system with an ideal x pulse of angle π, a program can replace the whole echo, up to a global phase, by two operations on the state vector: multiply each amplitude by exp(−2itE′(s)), then permute the amplitudes. If configurations are stored as bit strings, the permutation is an XOR of the index with the bit mask of A.

The same replacement shortens a product-operator calculation. For two spins, inverting both leaves evolution under J₀₁ alone, followed by the pulse; inverting only spin 0 leaves evolution under the shift of spin 1 alone, again followed by the pulse.

## Configurations, Hamiltonian and pulse in Lean

```lean
import Mathlib

open Matrix

namespace SpinEchoRefocusing

noncomputable section

variable {N : ℕ}
```

A configuration is a function `Fin N → Bool`, with `false` standing for sign +1 and `true` for −1.

```lean
/-- The value `1` or `-1` of a spin in one of its two basis states. -/
def spinSign (b : Bool) : ℝ := if b then -1 else 1
```

The map F is `flipSpins A`, where `A` is an arbitrary finite set of spins, possibly empty.

```lean
/-- The configuration obtained by inverting the spins in `A`. -/
def flipSpins (A : Finset (Fin N)) (s : Fin N → Bool) : Fin N → Bool :=
  fun i => if i ∈ A then !(s i) else s i
```

In the energy, the inner sum over `Finset.Ioi i` runs over j > i, so each pair is counted once and only the entries of `J` above the diagonal matter.

```lean
/-- The energy of a configuration with shifts `w` and pair couplings `J`,
each pair `i < j` being counted once. -/
def energy (w : Fin N → ℝ) (J : Fin N → Fin N → ℝ) (s : Fin N → Bool) : ℝ :=
  ∑ i, w i * spinSign (s i) +
    ∑ i, ∑ j ∈ Finset.Ioi i, J i j * spinSign (s i) * spinSign (s j)
```

The Hamiltonian is a complex matrix of dimension 2ᴺ with these energies on its diagonal.

```lean
/-- The weak-coupling Hamiltonian, diagonal in the basis of spin configurations. -/
def hamiltonian (w : Fin N → ℝ) (J : Fin N → Fin N → ℝ) :
    Matrix (Fin N → Bool) (Fin N → Bool) ℂ :=
  Matrix.diagonal fun s => (energy w J s : ℂ)
```

Evolution is the matrix exponential itself, not a table of phases postulated in its place.

```lean
/-- The propagator `exp(-itH)`. -/
def evolve (H : Matrix (Fin N → Bool) (Fin N → Bool) ℂ) (t : ℝ) :
    Matrix (Fin N → Bool) (Fin N → Bool) ℂ :=
  NormedSpace.exp ((-(Complex.I * (t : ℂ))) • H)
```

The pulse has entry 1 in row `s` and column `s'` exactly when `s` is the flipped `s'`, which is P|s′⟩ = |Fs′⟩.

```lean
/-- The ideal inversion pulse that flips the spins in `A`. -/
def pulse (A : Finset (Fin N)) : Matrix (Fin N → Bool) (Fin N → Bool) ℂ :=
  Matrix.of fun s s' => if s = flipSpins A s' then 1 else 0
```

The next three definitions build H′ by setting the refocused parameters to zero.

```lean
/-- The shifts of the spins outside `A`, with those inside `A` set to zero. -/
def keptShift (A : Finset (Fin N)) (w : Fin N → ℝ) : Fin N → ℝ :=
  fun i => if i ∈ A then 0 else w i

/-- The couplings between spins both inside or both outside `A`,
with all others set to zero. -/
def keptCoupling (A : Finset (Fin N)) (J : Fin N → Fin N → ℝ) : Fin N → Fin N → ℝ :=
  fun i j => if (i ∈ A ↔ j ∈ A) then J i j else 0

/-- The part `H'` of the Hamiltonian built from the kept shifts and couplings. -/
def keptHamiltonian (A : Finset (Fin N)) (w : Fin N → ℝ) (J : Fin N → Fin N → ℝ) :
    Matrix (Fin N → Bool) (Fin N → Bool) ℂ :=
  hamiltonian (keptShift A w) (keptCoupling A J)
```

## Energies and phases

The first lemma is the rule sᵢ → εᵢsᵢ, checked for each case of membership and spin value.

```lean
/-- Flipping the spins in `A` changes the sign of those spins and of no others. -/
theorem spinSign_flipSpins (A : Finset (Fin N)) (s : Fin N → Bool) (i : Fin N) :
    spinSign (flipSpins A s i) = if i ∈ A then -spinSign (s i) else spinSign (s i) := by
  by_cases hi : i ∈ A <;> cases hs : s i <;> simp [spinSign, flipSpins, hi, hs]
```

The energy identity follows the derivation by hand: the shift and coupling sums are separated and compared term by term. Splitting on whether i and j belong to `A` evaluates the factors 1 + εᵢ and 1 + εᵢεⱼ.

```lean
/-- The energies of a configuration before and after the flip add up to twice
its energy under the kept shifts and couplings. -/
theorem energy_flip_add (A : Finset (Fin N)) (w : Fin N → ℝ) (J : Fin N → Fin N → ℝ)
    (s : Fin N → Bool) :
    energy w J (flipSpins A s) + energy w J s
      = 2 * energy (keptShift A w) (keptCoupling A J) s := by
  unfold energy
  rw [add_add_add_comm, mul_add]
  congr 1
  · -- shifts: those inside `A` cancel
    rw [← Finset.sum_add_distrib, Finset.mul_sum]
    refine Finset.sum_congr rfl fun i _ => ?_
    rw [spinSign_flipSpins]
    unfold keptShift
    split_ifs <;> ring
  · -- couplings: those with exactly one spin inside `A` cancel
    rw [← Finset.sum_add_distrib, Finset.mul_sum]
    refine Finset.sum_congr rfl fun i _ => ?_
    rw [← Finset.sum_add_distrib, Finset.mul_sum]
    refine Finset.sum_congr rfl fun j _ => ?_
    rw [spinSign_flipSpins, spinSign_flipSpins]
    unfold keptCoupling
    by_cases hi : i ∈ A <;> by_cases hj : j ∈ A <;> simp [hi, hj] <;> ring
```

The exponential of a diagonal matrix is again diagonal, with each diagonal entry exponentiated, which gives the phase exp(−itE(s)).

```lean
/-- Free evolution multiplies each configuration by the phase set by its energy. -/
theorem evolve_hamiltonian (w : Fin N → ℝ) (J : Fin N → Fin N → ℝ) (t : ℝ) :
    evolve (hamiltonian w J) t = Matrix.diagonal fun s =>
      Complex.exp (-(Complex.I * (t : ℂ)) * (energy w J s : ℂ)) := by
  unfold evolve hamiltonian
  rw [← Matrix.diagonal_smul, Matrix.exp_diagonal]
  congr 1
  funext s
  rw [Complex.exp_eq_exp_ℂ]
  rw [Pi.coe_exp]
  rfl
```

Flipping twice restores every configuration, so P² = 1.

```lean
/-- Two successive inversion pulses on the same spins give the identity. -/
theorem pulse_mul_self (A : Finset (Fin N)) : pulse A * pulse A = 1 := by
  have hff : ∀ s : Fin N → Bool, flipSpins A (flipSpins A s) = s := by
    intro s
    funext i
    by_cases hi : i ∈ A <;> simp [flipSpins, hi]
  ext s s'
  simp only [pulse, Matrix.mul_apply, Matrix.of_apply, Matrix.one_apply, mul_ite, mul_one,
    mul_zero, Finset.sum_ite_eq', Finset.mem_univ, if_true, hff]
```

## The echo identity

The theorem holds for all real shifts, couplings and delays, and for every N. The proof compares matrix entries. Where `s` is the flipped `s'`, the two phases combine by `Complex.exp_add`, and `energy_flip_add` supplies the exponent. Every other entry is zero on both sides.

```lean
/-- Spin echo: a pulse on the spins in `A` between two equal delays `t` equals evolution
for `2t` under the kept Hamiltonian, followed by the pulse. -/
theorem spin_echo (A : Finset (Fin N)) (w : Fin N → ℝ) (J : Fin N → Fin N → ℝ) (t : ℝ) :
    evolve (hamiltonian w J) t * pulse A * evolve (hamiltonian w J) t
      = pulse A * evolve (keptHamiltonian A w J) (2 * t) := by
  unfold keptHamiltonian
  simp only [evolve_hamiltonian]
  ext s s'
  simp only [Matrix.mul_diagonal, Matrix.diagonal_mul, pulse, Matrix.of_apply]
  by_cases h : s = flipSpins A s'
  · -- the phases before and after the pulse add
    simp only [if_pos h, mul_one, one_mul]
    rw [h, ← Complex.exp_add]
    congr 1
    have e : (energy w J (flipSpins A s') : ℂ) + (energy w J s' : ℂ)
        = 2 * (energy (keptShift A w) (keptCoupling A J) s' : ℂ) := by
      exact_mod_cast energy_flip_add A w J s'
    push_cast
    linear_combination (-(Complex.I * (t : ℂ))) * e
  · simp only [if_neg h, mul_zero, zero_mul]
```

With `A` equal to `Finset.univ`, all shifts become zero and all couplings are kept, since every pair lies inside `A`.

```lean
/-- When the pulse acts on all spins, the echo removes every shift and
leaves every coupling. -/
theorem spin_echo_all_spins (w : Fin N → ℝ) (J : Fin N → Fin N → ℝ) (t : ℝ) :
    evolve (hamiltonian w J) t * pulse Finset.univ * evolve (hamiltonian w J) t
      = pulse Finset.univ * evolve (hamiltonian 0 J) (2 * t) := by
  have hw : keptShift Finset.univ w = 0 := by
    funext i
    simp [keptShift]
  have hJ : keptCoupling Finset.univ J = J := by
    funext i j
    simp [keptCoupling]
  rw [spin_echo, keptHamiltonian, hw, hJ]
```

## Echo trains and the refocusing criterion

In the proof for the train, `hk` states that selecting the kept terms twice is the same as selecting them once. `h2` is the echo identity for H′ with delay 2t, and `hsq` is the formula for U². The remaining power is taken on the diagonal phases.

```lean
/-- A train of `2n` echoes equals free evolution under the kept Hamiltonian
for the total time `4nt`. -/
theorem echo_train (A : Finset (Fin N)) (w : Fin N → ℝ) (J : Fin N → Fin N → ℝ)
    (t : ℝ) (n : ℕ) :
    (evolve (hamiltonian w J) t * pulse A * evolve (hamiltonian w J) t) ^ (2 * n)
      = evolve (keptHamiltonian A w J) (4 * n * t) := by
  -- selecting the kept terms a second time changes nothing
  have hk : keptHamiltonian A (keptShift A w) (keptCoupling A J)
      = keptHamiltonian A w J := by
    have hw : keptShift A (keptShift A w) = keptShift A w := by
      funext i
      by_cases hi : i ∈ A <;> simp [keptShift, hi]
    have hJ : keptCoupling A (keptCoupling A J) = keptCoupling A J := by
      funext i j
      by_cases hi : i ∈ A <;> by_cases hj : j ∈ A <;> simp [keptCoupling, hi, hj]
    unfold keptHamiltonian
    rw [hw, hJ]
  have h2 := spin_echo A (keptShift A w) (keptCoupling A J) (2 * t)
  rw [hk] at h2
  change evolve (keptHamiltonian A w J) (2 * t) * pulse A *
    evolve (keptHamiltonian A w J) (2 * t) = _ at h2
  have hsq : (evolve (hamiltonian w J) t * pulse A * evolve (hamiltonian w J) t) ^ 2
      = evolve (keptHamiltonian A w J) (2 * (2 * t)) := by
    rw [spin_echo, pow_two, mul_assoc, ← mul_assoc (evolve _ _) (pulse A), h2,
      ← mul_assoc, pulse_mul_self, one_mul]
  rw [pow_mul, hsq]
  unfold keptHamiltonian
  rw [evolve_hamiltonian, evolve_hamiltonian, Matrix.diagonal_pow]
  congr 1
  funext s
  rw [Pi.pow_apply, ← Complex.exp_nat_mul]
  congr 1
  push_cast
  ring
```

The criterion quantifies over all real `t`, so the delay π/(2E) used in the proof, where `E` stands for E′(s), may be negative; for positive delays alone, π/(2|E|) serves equally well. `h2` is the statement V = 1 at that delay, and `h3` reads off its diagonal entry at `s`, where −1 would have to equal 1.

```lean
/-- The echo reduces to the bare pulse for every delay if and only if
the kept Hamiltonian vanishes. -/
theorem complete_refocusing_iff (A : Finset (Fin N)) (w : Fin N → ℝ)
    (J : Fin N → Fin N → ℝ) :
    (∀ t : ℝ, evolve (hamiltonian w J) t * pulse A * evolve (hamiltonian w J) t = pulse A)
      ↔ keptHamiltonian A w J = 0 := by
  constructor
  · intro h
    have key : ∀ s, energy (keptShift A w) (keptCoupling A J) s = 0 := by
      intro s
      by_contra hE
      set E := energy (keptShift A w) (keptCoupling A J) s with hEdef
      -- at this delay the configuration `s` would acquire the phase `-1`
      have h1 := h (Real.pi / (2 * E))
      rw [spin_echo] at h1
      have h2 : evolve (keptHamiltonian A w J) (2 * (Real.pi / (2 * E))) = 1 := by
        rw [← one_mul (evolve _ _), ← pulse_mul_self A, mul_assoc, h1]
      rw [keptHamiltonian, evolve_hamiltonian] at h2
      have h3 := congrFun (congrFun h2 s) s
      rw [Matrix.diagonal_apply_eq, Matrix.one_apply_eq, ← hEdef] at h3
      have r : 2 * (Real.pi / (2 * E)) * E = Real.pi := by field_simp
      have rc : ((2 * (Real.pi / (2 * E)) : ℝ) : ℂ) * (E : ℂ) = (Real.pi : ℂ) := by
        rw [← Complex.ofReal_mul, r]
      have arg : -(Complex.I * ((2 * (Real.pi / (2 * E)) : ℝ) : ℂ)) * (E : ℂ)
          = -((Real.pi : ℂ) * Complex.I) := by
        linear_combination (-Complex.I) * rc
      rw [arg, Complex.exp_neg, Complex.exp_pi_mul_I] at h3
      norm_num at h3
    unfold keptHamiltonian hamiltonian
    simp [key]
  · intro h t
    rw [spin_echo, h]
    simp [evolve]

end

end SpinEchoRefocusing
```

```lean
#print axioms SpinEchoRefocusing.spin_echo_all_spins
-- 'SpinEchoRefocusing.spin_echo_all_spins' depends on axioms: [propext, Classical.choice, Quot.sound]
#print axioms SpinEchoRefocusing.echo_train
-- 'SpinEchoRefocusing.echo_train' depends on axioms: [propext, Classical.choice, Quot.sound]
#print axioms SpinEchoRefocusing.complete_refocusing_iff
-- 'SpinEchoRefocusing.complete_refocusing_iff' depends on axioms: [propext, Classical.choice, Quot.sound]
```
